# Rotations that map a three-dimensional lattice into itself have trace −1, 0, 1, 2 or 3

Let $R$ be a real $3\times3$ matrix with $R^{\mathsf T}R=1$ and $\det R=1$. Its trace lies between $-1$ and $3$. If $R$ also maps the lattice $A\mathbb Z^3$ into itself for some invertible real matrix $A$, then

$$\operatorname{tr}R\in\{-1,0,1,2,3\},$$

and each of these five values occurs for some lattice.

## Rotation angles in a crystal

A rotation by an angle $\theta$ about any axis has trace $1+2\cos\theta$. The five values therefore stand for angles of $180^\circ$, $120^\circ$, $90^\circ$, $60^\circ$ and $0^\circ$, that is, for rotations of order 2, 3, 4, 6 and 1. The crystallographic restriction is usually quoted as this list of orders. The theorems below are about the trace and contain no angles, axes or orders.

In electronic-structure calculations on an ideal periodic crystal, the result limits the proper rotations that can serve to reduce a set of $k$-points.

## Lattices and rotations as matrices

The columns of $A$ are the basis vectors of the lattice in Cartesian coordinates, and an integer vector $v$ labels the lattice point $Av$. Rows and columns are numbered 0, 1, 2, as in Lean.

- `IsRotation R` says that $R$ is orthogonal with determinant 1. Reflections and inversion are excluded.
- `MapsLattice A R` says that for every integer vector $v$ there is an integer vector $w$ with $RAv=Aw$. The rotation fixes the origin, which is a lattice point.
- `A.det ≠ 0` says that the basis vectors are linearly independent.

The theorem `crystallographic_restriction` takes these three conditions and concludes that the trace is in the set of five values. The theorem `lattice_rotation_traces` adds the converse: a real number $t$ is the trace of such a rotation for some $A$ exactly when it is one of the five. Two further statements need no lattice: `trace_bounds` gives $-1\le\operatorname{tr}R\le3$, and `trace_eq_three_iff` says that trace 3 belongs to the identity alone.

The model is an infinite, perfect point lattice in three dimensions. Atoms in the cell, screw axes and the classification of point groups are not treated.

## The bounds from orthogonality

Write $t=\operatorname{tr}R$. Since $R$ is square, $R^{\mathsf T}R=1$ gives $RR^{\mathsf T}=1$. The adjugate satisfies $\operatorname{adj}(R)\,R=\det R\cdot 1=1$, so

$$\operatorname{adj}(R)=\operatorname{adj}(R)\,RR^{\mathsf T}=R^{\mathsf T}.$$

The trace of the adjugate is the sum of the principal $2\times2$ minors. With

$$s=R_{11}R_{22}+R_{00}R_{22}+R_{00}R_{11},\qquad p=R_{12}R_{21}+R_{02}R_{20}+R_{01}R_{10},$$

this reads $s-p=t$.

The three columns are unit vectors, so the squares of all entries add up to 3. The diagonal squares add up to $t^2-2s$, which leaves $3-t^2+2s$ for the off-diagonal ones. Hence

$$(R_{21}-R_{12})^2+(R_{02}-R_{20})^2+(R_{10}-R_{01})^2=3-t^2+2s-2p=3+2t-t^2=(3-t)(1+t).$$

The left side is not negative. For $t>3$ or $t<-1$ the two factors on the right would have opposite signs, so $-1\le t\le3$.

For the case $t=3$, expand the squared distance to the identity:

$$\sum_{i,j}(R_{ij}-\delta_{ij})^2=3-2t+3=6-2t.$$

It vanishes at $t=3$, so every entry of $R$ equals that of the identity. Conversely, the identity has trace 3.

## Integrality from the lattice

Let $e_j$ be the $j$-th unit vector. If $R$ maps the lattice into itself, then $RAe_j=Aw_j$ with an integer vector $w_j$. Let $M$ be the matrix with columns $w_0,w_1,w_2$. Then

$$RA=AM.$$

Conversely, this equation gives $RAv=A(Mv)$, and $Mv$ is an integer vector whenever $v$ is.

For invertible $A$ we have $R=AMA^{-1}$, and by the cyclic property $\operatorname{tr}R=\operatorname{tr}M$, which is an integer. The integers between $-1$ and $3$ are the five values.

## A rotation for each value

The cubic lattice, $A=1$, supplies four of them:

- trace $-1$: the half-turn $\operatorname{diag}(-1,-1,1)$;
- trace $0$: the cyclic permutation of the axes, a threefold rotation about the body diagonal;
- trace $1$: the quarter-turn about the last axis;
- trace $3$: the identity.

For trace 2, take

$$R=\frac13\begin{pmatrix}2&-1&2\\2&2&-1\\-1&2&2\end{pmatrix},\qquad a_0=\begin{pmatrix}1\\-1\\0\end{pmatrix},\quad a_1=\begin{pmatrix}0\\1\\-1\end{pmatrix},\quad a_2=\begin{pmatrix}1\\1\\1\end{pmatrix}.$$

The vectors $a_0$ and $a_1$ have equal length and enclose $120^\circ$, and $a_2$ is perpendicular to both, so the lattice is hexagonal. Multiplication gives $Ra_0=a_0+a_1$, $Ra_1=-a_0$ and $Ra_2=a_2$, all with integer coefficients.

## What fails without each hypothesis

- **No lattice condition.** A fivefold rotation about the last axis has trace $1+2\cos72^\circ=(1+\sqrt5)/2$, which is not an integer.
- **Dependent basis vectors.** With $A=\operatorname{diag}(0,0,1)$ the "lattice" is a row of points on the last axis. The same fivefold rotation leaves each of them in place.
- **No determinant condition.** The inversion $R=-1$ is orthogonal and preserves every lattice, but has trace $-3$.
- **No orthogonality.** The matrix with rows $(2,1,0)$, $(1,1,0)$, $(0,0,1)$ has determinant 1 and maps $\mathbb Z^3$ into itself, but has trace 4.

## The Lean file

```lean
import Mathlib

open Matrix

namespace CrystallographicRestriction

/-- A proper rotation of space: a real orthogonal 3 by 3 matrix of determinant 1. -/
def IsRotation (R : Matrix (Fin 3) (Fin 3) ℝ) : Prop :=
  Rᵀ * R = 1 ∧ R.det = 1

/-- The matrix `R` maps every integer combination of the columns of `A` to an integer
combination of the columns of `A`. -/
def MapsLattice (A R : Matrix (Fin 3) (Fin 3) ℝ) : Prop :=
  ∀ v : Fin 3 → ℤ, ∃ w : Fin 3 → ℤ,
    R *ᵥ (A *ᵥ fun i => (v i : ℝ)) = A *ᵥ fun i => (w i : ℝ)

/-- For a rotation, the sum of the three principal 2 by 2 minors equals the trace. -/
theorem sum_minors_eq_trace {R : Matrix (Fin 3) (Fin 3) ℝ} (hR : IsRotation R) :
    R 1 1 * R 2 2 - R 1 2 * R 2 1 + (R 0 0 * R 2 2 - R 0 2 * R 2 0)
      + (R 0 0 * R 1 1 - R 0 1 * R 1 0) = R.trace := by
  have h1 : R * Rᵀ = 1 := mul_eq_one_comm.mp hR.1
  -- the adjugate of a rotation is its transpose
  have h2 : R.adjugate = Rᵀ := by
    calc R.adjugate = R.adjugate * (R * Rᵀ) := by rw [h1, mul_one]
      _ = Rᵀ := by rw [← mul_assoc, Matrix.adjugate_mul, hR.2, one_smul, one_mul]
  have h3 := congrArg Matrix.trace h2
  rw [Matrix.trace_transpose, Matrix.adjugate_fin_three] at h3
  rw [← h3]
  simp [Matrix.trace_fin_three]

/-- The columns of a rotation are unit vectors. -/
theorem column_norm {R : Matrix (Fin 3) (Fin 3) ℝ} (hR : IsRotation R) (j : Fin 3) :
    R 0 j * R 0 j + R 1 j * R 1 j + R 2 j * R 2 j = 1 := by
  have h := congrFun (congrFun hR.1 j) j
  simpa only [Matrix.mul_apply, Matrix.transpose_apply, Fin.sum_univ_three,
    Matrix.one_apply_eq] using h

/-- For a rotation, the trace fixes the size of the antisymmetric part. -/
theorem trace_identity {R : Matrix (Fin 3) (Fin 3) ℝ} (hR : IsRotation R) :
    (3 - R.trace) * (1 + R.trace)
      = (R 2 1 - R 1 2) ^ 2 + (R 0 2 - R 2 0) ^ 2 + (R 1 0 - R 0 1) ^ 2 := by
  have m := sum_minors_eq_trace hR
  rw [Matrix.trace_fin_three] at m ⊢
  linear_combination -column_norm hR 0 - column_norm hR 1 - column_norm hR 2 - 2 * m

/-- The trace of a rotation of space lies between -1 and 3. -/
theorem trace_bounds {R : Matrix (Fin 3) (Fin 3) ℝ} (hR : IsRotation R) :
    -1 ≤ R.trace ∧ R.trace ≤ 3 := by
  have h : 0 ≤ (3 - R.trace) * (1 + R.trace) := by
    rw [trace_identity hR]
    positivity
  constructor <;> nlinarith

/-- A matrix maps the lattice spanned by the columns of `A` into itself exactly when its action
on these columns is given by an integer matrix. -/
theorem mapsLattice_iff (A R : Matrix (Fin 3) (Fin 3) ℝ) :
    MapsLattice A R ↔
      ∃ M : Matrix (Fin 3) (Fin 3) ℤ, R * A = A * M.map (Int.cast : ℤ → ℝ) := by
  constructor
  · intro h
    choose w hw using h
    -- column j of M holds the coordinates of the image of the j-th basis vector
    refine ⟨Matrix.of fun i j => w (Pi.single j 1) i, ?_⟩
    ext i j
    have hs : (fun k => (((Pi.single j 1 : Fin 3 → ℤ) k : ℤ) : ℝ)) = Pi.single j 1 := by
      ext k
      by_cases hk : k = j <;> simp [hk]
    have h := congrFun (hw (Pi.single j 1)) i
    rw [hs, Matrix.mulVec_mulVec, Matrix.mulVec_single_one] at h
    exact h
  · rintro ⟨M, hM⟩ v
    refine ⟨M *ᵥ v, ?_⟩
    have hc : (fun i => (((M *ᵥ v) i : ℤ) : ℝ))
        = M.map (Int.cast : ℤ → ℝ) *ᵥ fun i => (v i : ℝ) := by
      ext i
      simp [Matrix.mulVec, dotProduct]
    rw [hc, Matrix.mulVec_mulVec, Matrix.mulVec_mulVec, hM]

/-- A matrix that maps a lattice with linearly independent basis vectors into itself has an
integer trace. -/
theorem trace_integer {A R : Matrix (Fin 3) (Fin 3) ℝ} (hA : A.det ≠ 0)
    (hL : MapsLattice A R) : ∃ m : ℤ, R.trace = m := by
  obtain ⟨M, hM⟩ := (mapsLattice_iff A R).1 hL
  have hu : IsUnit A.det := isUnit_iff_ne_zero.mpr hA
  have hR : R = A * M.map (Int.cast : ℤ → ℝ) * A⁻¹ := by
    rw [← hM, mul_assoc, Matrix.mul_nonsing_inv A hu, mul_one]
  refine ⟨M.trace, ?_⟩
  -- the trace does not depend on the basis
  rw [hR, Matrix.trace_mul_cycle, Matrix.nonsing_inv_mul A hu, one_mul]
  simp [Matrix.trace_fin_three]

/-- Crystallographic restriction in space: a rotation that maps a lattice with linearly
independent basis vectors into itself has trace -1, 0, 1, 2 or 3. -/
theorem crystallographic_restriction {A R : Matrix (Fin 3) (Fin 3) ℝ} (hA : A.det ≠ 0)
    (hR : IsRotation R) (hL : MapsLattice A R) :
    R.trace ∈ ({-1, 0, 1, 2, 3} : Set ℝ) := by
  obtain ⟨m, hm⟩ := trace_integer hA hL
  have b := trace_bounds hR
  rw [hm] at b ⊢
  have h1 : -1 ≤ m := by exact_mod_cast b.1
  have h2 : m ≤ 3 := by exact_mod_cast b.2
  clear hm b
  interval_cases m <;> norm_num

/-- A real number is the trace of a rotation that maps some lattice with linearly independent
basis vectors into itself exactly when it is -1, 0, 1, 2 or 3. -/
theorem lattice_rotation_traces (t : ℝ) :
    (∃ A R : Matrix (Fin 3) (Fin 3) ℝ,
      A.det ≠ 0 ∧ IsRotation R ∧ MapsLattice A R ∧ R.trace = t)
      ↔ t ∈ ({-1, 0, 1, 2, 3} : Set ℝ) := by
  constructor
  · rintro ⟨A, R, hA, hR, hL, rfl⟩
    exact crystallographic_restriction hA hR hL
  · simp only [Set.mem_insert_iff, Set.mem_singleton_iff]
    simp only [mapsLattice_iff, IsRotation]
    rintro (rfl | rfl | rfl | rfl | rfl)
    -- half-turn of the cubic lattice
    · refine ⟨1, !![-1, 0, 0; 0, -1, 0; 0, 0, 1], by simp,
        ⟨?_, by simp [Matrix.det_fin_three]⟩,
        ⟨!![-1, 0, 0; 0, -1, 0; 0, 0, 1], ?_⟩,
        by simp [Matrix.trace_fin_three]⟩ <;> ext i j <;> fin_cases i <;>
        fin_cases j <;> simp [Matrix.mul_apply, Fin.sum_univ_three, Matrix.one_apply]
    -- threefold rotation of the cubic lattice about its body diagonal
    · refine ⟨1, !![0, 0, 1; 1, 0, 0; 0, 1, 0], by simp,
        ⟨?_, by simp [Matrix.det_fin_three]⟩, ⟨!![0, 0, 1; 1, 0, 0; 0, 1, 0], ?_⟩,
        by simp [Matrix.trace_fin_three]⟩ <;> ext i j <;> fin_cases i <;>
        fin_cases j <;> simp [Matrix.mul_apply, Fin.sum_univ_three, Matrix.one_apply]
    -- quarter-turn of the cubic lattice
    · refine ⟨1, !![0, -1, 0; 1, 0, 0; 0, 0, 1], by simp,
        ⟨?_, by simp [Matrix.det_fin_three]⟩, ⟨!![0, -1, 0; 1, 0, 0; 0, 0, 1], ?_⟩,
        by simp [Matrix.trace_fin_three]⟩ <;> ext i j <;> fin_cases i <;>
        fin_cases j <;> simp [Matrix.mul_apply, Fin.sum_univ_three, Matrix.one_apply]
    -- sixfold rotation of a hexagonal lattice with axis (1, 1, 1)
    · refine ⟨!![1, 0, 1; -1, 1, 1; 0, -1, 1],
        !![2/3, -1/3, 2/3; 2/3, 2/3, -1/3; -1/3, 2/3, 2/3],
        by simp [Matrix.det_fin_three]; norm_num,
        ⟨?_, by simp [Matrix.det_fin_three]; norm_num⟩,
        ⟨!![1, -1, 0; 1, 0, 0; 0, 0, 1], ?_⟩,
        by simp [Matrix.trace_fin_three]; norm_num⟩ <;> ext i j <;> fin_cases i <;>
        fin_cases j <;> simp [Matrix.mul_apply, Fin.sum_univ_three] <;> norm_num
    -- the identity
    · exact ⟨1, 1, by simp, ⟨by simp, by simp⟩, ⟨1, by simp⟩, by simp⟩

/-- A rotation has trace 3 exactly when it is the identity. -/
theorem trace_eq_three_iff {R : Matrix (Fin 3) (Fin 3) ℝ} (hR : IsRotation R) :
    R.trace = 3 ↔ R = 1 := by
  constructor
  · intro h
    -- the squared distance from R to the identity is 6 - 2 tr R
    have hd : ∑ i, ∑ j, (R i j - (1 : Matrix (Fin 3) (Fin 3) ℝ) i j) ^ 2
        = 6 - 2 * R.trace := by
      rw [Matrix.trace_fin_three]
      simp [Fin.sum_univ_three, Matrix.one_apply]
      linear_combination column_norm hR 0 + column_norm hR 1 + column_norm hR 2
    have hs : ∑ i, ∑ j, (R i j - (1 : Matrix (Fin 3) (Fin 3) ℝ) i j) ^ 2 = 0 := by
      linarith
    ext i j
    have h1 : ∑ j, (R i j - (1 : Matrix (Fin 3) (Fin 3) ℝ) i j) ^ 2 = 0 :=
      (Finset.sum_eq_zero_iff_of_nonneg (by intros; positivity)).1 hs i (Finset.mem_univ i)
    have h2 : (R i j - (1 : Matrix (Fin 3) (Fin 3) ℝ) i j) ^ 2 = 0 :=
      (Finset.sum_eq_zero_iff_of_nonneg (by intros; positivity)).1 h1 j (Finset.mem_univ j)
    exact sub_eq_zero.1 ((pow_eq_zero_iff two_ne_zero).1 h2)
  · rintro rfl
    simp

end CrystallographicRestriction
```

```lean
#print axioms CrystallographicRestriction.lattice_rotation_traces
#print axioms CrystallographicRestriction.trace_eq_three_iff
```

```
'CrystallographicRestriction.lattice_rotation_traces' depends on axioms: [propext, Classical.choice, Quot.sound]
'CrystallographicRestriction.trace_eq_three_iff' depends on axioms: [propext, Classical.choice, Quot.sound]
```

## From the adjugate to the trace bounds

In `sum_minors_eq_trace`, the step `h2` is the computation $\operatorname{adj}(R)=R^{\mathsf T}$. Taking traces on both sides and inserting the explicit $3\times3$ adjugate gives $s-p=t$. The lemma `column_norm` reads off the $j$-th diagonal entry of $R^{\mathsf T}R=1$.

The proof of `trace_identity` combines these facts by `linear_combination`: the three column norms enter with coefficient $-1$ and the minor identity with coefficient $-2$, and the rest is polynomial algebra. In `trace_bounds`, `positivity` shows that the sum of squares is not negative, and `nlinarith` carries out the sign argument for the two factors.

## From lattice points to an integer matrix

In the forward direction of `mapsLattice_iff`, `choose` turns the statement "for every $v$ there is a $w$" into a function `w`. Its values at the unit vectors `Pi.single j 1` become the columns of $M$. The auxiliary equation `hs` says that an integer unit vector, read as a real vector, is still that unit vector. The reverse direction supplies $Mv$ as the required integer vector. This equivalence holds for singular $A$ as well.

Invertibility enters in `trace_integer`, which writes $R=AMA^{-1}$ and removes $A$ with `Matrix.trace_mul_cycle`. Then `crystallographic_restriction` carries the real bounds over to the integer $m=\operatorname{tr}M$, and `interval_cases` goes through the five possibilities.

## Checking the examples and the identity case

For the converse in `lattice_rotation_traces`, `mapsLattice_iff` first replaces the condition on infinitely many lattice points by the single equation $RA=AM$. Each case then names $A$, $R$ and $M$. Orthogonality and $RA=AM$ are checked entry by entry for the four rotations other than the identity, which `simp` handles directly.

In `trace_eq_three_iff`, the equation `hd` is the distance formula $6-2t$. The lemma `Finset.sum_eq_zero_iff_of_nonneg` is applied twice, first to the sum over rows and then within a row, to conclude that each squared difference vanishes.
